# Under threefold rotation about a hexagon centre, the honeycomb's sublattice Bloch functions have character 2 at Γ and −1 at K

**Q:** Take one hexagon and the three corners that belong to one sublattice. Going round, put the amplitudes $1,\omega,\omega^2$ on them, with $\omega=e^{2\pi i/3}$. A third of a turn carries each corner to the next, so reading the amplitude at the rotated corner multiplies it by $\omega$. With amplitudes $1,1,1$ nothing changes. I accept that much. How does it follow for Bloch functions on the infinite lattice?

**A:** Use lattice coordinates with the origin at the hexagon centre and two lattice vectors of equal length at 120° to each other. Sites are $q_a+t$ with $t\in\mathbb Z^2$, $q_0=(1/3,2/3)$ and $q_1=(2/3,1/3)$. The rotation is $R(x,y)=(-y,x-y)$. It moves the sublattice origins by lattice vectors $d_a=Rq_a-q_a$:
$$d_0=(-1,-1),\qquad d_1=(-1,0).$$
Hence $R(q_a+t)=q_a+(d_a+Rt)$, and each sublattice is mapped to itself.

Let $\psi_{k,a}$ equal $e^{2\pi i k\cdot t}$ at $q_a+t$ and zero on the other sublattice. Since
$$k\cdot Rt=-k_1t_2+k_2(t_1-t_2)=k_2t_1+(-k_1-k_2)t_2,$$
we get, with $k'=(k_2,-k_1-k_2)$,
$$\psi_{k,a}\circ R=e^{2\pi i k\cdot d_a}\,\psi_{k',a}.$$
If $k'-k$ has integer components, then $\psi_{k',a}=\psi_{k,a}$, and $e^{2\pi i k\cdot d_a}$ is an eigenvalue. At Γ, the point $k=0$, it is 1 for both sublattices. At the zone corner K, the point $k=(1/3,1/3)$, it is $e^{-4\pi i/3}=\omega$ for $a=0$ and $e^{-2\pi i/3}=\omega^2$ for $a=1$. Your amplitudes are the values of $\psi_{k,0}$ in the cells $(0,0)$, $(-1,-1)$ and $(0,-1)$.

The characters are $1+1=2$ and $\omega+\omega^2=-1$. The second holds because $(\omega-1)(1+\omega+\omega^2)=\omega^3-1=0$ and $\omega\ne1$.

**Q:** Now the formal version. What is a site there? I don't want a rotation of labels that has nothing to do with the plane.

**A:** A site is a sublattice label with two integers for the cell. Its position is computed separately, as a pair of rationals, and so is the rotation of the plane.

In Lean 4 with Mathlib:

```lean
import Mathlib

open Complex

namespace HoneycombBandRepresentation

noncomputable section

/-- A honeycomb site: a sublattice label and the integer coordinates of its cell. -/
abbrev Site := Fin 2 × ℤ × ℤ

/-- The sublattice origins (1/3, 2/3) and (2/3, 1/3) in lattice coordinates. -/
def q : Fin 2 → ℚ × ℚ := ![(1/3, 2/3), (2/3, 1/3)]

/-- The position q + t of a site in lattice coordinates. -/
def position (s : Site) : ℚ × ℚ := ((q s.1).1 + s.2.1, (q s.1).2 + s.2.2)

/-- The threefold rotation R(x, y) = (-y, x - y) in lattice coordinates. -/
def rotPlane (p : ℚ × ℚ) : ℚ × ℚ := (-p.2, p.1 - p.2)
```

The rotation of labels uses $d_a$, called `shift`. Whether it agrees with `rotPlane` is a theorem below and not part of the definition.

```lean
/-- The lattice vector R q - q by which the rotation moves each sublattice origin. -/
def shift : Fin 2 → ℤ × ℤ := ![(-1, -1), (-1, 0)]

/-- The rotation acting on site labels. -/
def rotSite (s : Site) : Site :=
  (s.1, -s.2.2 + (shift s.1).1, s.2.1 - s.2.2 + (shift s.1).2)
```

**Q:** And the Bloch functions? Some people put the full position $q_a+t$ in the exponent.

**A:** Here the exponent contains only the cell vector $t$. The other convention multiplies each $\psi_{k,a}$ by a constant, which leaves its eigenvalue alone. The wave vector is a pair of reals in reciprocal coordinates, with the $2\pi$ written out.

```lean
/-- The Bloch phase exp(2πi k·t). -/
def phase (k : ℝ × ℝ) (t : ℤ × ℤ) : ℂ :=
  exp (2 * Real.pi * I * (k.1 * t.1 + k.2 * t.2))

/-- The Bloch function with wave vector k supported on sublattice a. -/
def bloch (k : ℝ × ℝ) (a : Fin 2) : Site → ℂ :=
  fun s => if s.1 = a then phase k s.2 else 0
```

`Invariant k` says that both components of $k'-k$ are integers, so that the rotation returns $k$ up to a reciprocal lattice vector.

```lean
/-- The wave vector k and its transform (k₂, -k₁ - k₂) under the rotation differ by a
reciprocal lattice vector. -/
def Invariant (k : ℝ × ℝ) : Prop :=
  (∃ m : ℤ, k.2 - k.1 = m) ∧ ∃ n : ℤ, (-k.1 - k.2) - k.2 = n

/-- The zone corner k = (1/3, 1/3). -/
def kPoint : ℝ × ℝ := (1/3, 1/3)

/-- The cube root of unity exp(2πi/3). -/
def ω : ℂ := exp (2 * Real.pi * I / 3)
```

**Q:** A character is a trace. Of which matrix?

**A:** Of any matrix $M$ whose column $b$ expands the rotated $\psi_{k,b}$ in the original functions: $\psi_{k,b}\circ R=\sum_a M_{ab}\psi_{k,a}$.

```lean
/-- The matrix M expands the rotated Bloch functions at k in the original ones. -/
def Represents (k : ℝ × ℝ) (M : Matrix (Fin 2) (Fin 2) ℂ) : Prop :=
  ∀ b, bloch k b ∘ rotSite = ∑ a, M a b • bloch k a
```

**Q:** Then show me that the labels follow the geometry.

**A:** The first theorem checks, for each sublattice and each coordinate, that rotating the label and then taking the position equals rotating the position. The second shows that positions determine labels: equal positions on different sublattices would make $1/3$ an integer, which `omega` refutes after multiplication by 3. Together they leave `rotSite` as the only label map that reproduces $R$. That the coordinate map $R$ is a rotation by 120° relies on lattice vectors of equal length at 120° to each other; the file contains no metric.

```lean
/-- The rotation of site labels is the rotation R of the site positions. -/
theorem position_rotSite (s : Site) : position (rotSite s) = rotPlane (position s) := by
  obtain ⟨a, m, n⟩ := s
  fin_cases a <;> apply Prod.ext <;>
    simp [position, rotSite, rotPlane, q, shift] <;> ring

/-- Different site labels have different positions. -/
theorem position_injective : Function.Injective position := by
  rintro ⟨a, m, n⟩ ⟨b, m', n'⟩ h
  have h1 : (q a).1 + (m : ℚ) = (q b).1 + m' := congrArg Prod.fst h
  have h2 : (q a).2 + (n : ℚ) = (q b).2 + n' := congrArg Prod.snd h
  -- the two sublattices differ by a non-integer vector
  have hab : a = b := by
    fin_cases a <;> fin_cases b
    · rfl
    · exfalso
      have e : (1/3 : ℚ) + m = 2/3 + m' := h1
      have e' : (3 * m : ℚ) = 1 + 3 * m' := by linarith
      have e'' : 3 * m = 1 + 3 * m' := by exact_mod_cast e'
      omega
    · exfalso
      have e : (2/3 : ℚ) + m = 1/3 + m' := h1
      have e' : (3 * m + 1 : ℚ) = 3 * m' := by linarith
      have e'' : 3 * m + 1 = 3 * m' := by exact_mod_cast e'
      omega
    · rfl
  subst hab
  have hm : m = m' := by exact_mod_cast add_left_cancel h1
  have hn : n = n' := by exact_mod_cast add_left_cancel h2
  rw [hm, hn]
```

**Q:** Where does the change from $k$ to $k'$ enter?

**A:** In the next theorem, which is the displayed identity for $\psi_{k,a}\circ R$. On the matching sublattice the two exponentials are combined and `ring` compares exponents. On the other sublattice both sides vanish.

```lean
/-- Rotating a sublattice Bloch function gives a phase times the Bloch function of the same
sublattice at the transformed wave vector. -/
theorem bloch_comp_rotSite (k : ℝ × ℝ) (a : Fin 2) :
    bloch k a ∘ rotSite = phase k (shift a) • bloch (k.2, -k.1 - k.2) a := by
  funext s
  obtain ⟨b, m, n⟩ := s
  by_cases h : b = a
  · subst h
    simp only [bloch, rotSite, Function.comp_apply, Pi.smul_apply, smul_eq_mul,
      ↓reduceIte, phase]
    rw [← Complex.exp_add]
    congr 1
    push_cast
    ring
  · simp [bloch, rotSite, h]
```

For invariant $k$, the step `key` replaces $k'$ by $k$: the exponents differ by $2\pi i$ times the integer $m t_1+n t_2$, where $m,n$ are the components of $k'-k$.

```lean
/-- At an invariant wave vector each sublattice Bloch function is an eigenvector of the
rotation, with eigenvalue exp(2πi k·(R q - q)). -/
theorem bloch_eigen {k : ℝ × ℝ} (hk : Invariant k) (a : Fin 2) :
    bloch k a ∘ rotSite = phase k (shift a) • bloch k a := by
  obtain ⟨⟨m, hm⟩, n, hn⟩ := hk
  have hm' : (k.2 : ℂ) - k.1 = m := by exact_mod_cast congrArg Complex.ofReal hm
  have hn' : (-k.1 - k.2 : ℂ) - k.2 = n := by exact_mod_cast congrArg Complex.ofReal hn
  -- a reciprocal lattice vector does not change the Bloch phase
  have key : ∀ t, phase (k.2, -k.1 - k.2) t = phase k t := by
    intro t
    refine Complex.exp_eq_exp_iff_exists_int.2 ⟨m * t.1 + n * t.2, ?_⟩
    push_cast
    linear_combination 2 * Real.pi * I * (t.1 * hm' + t.2 * hn')
  rw [bloch_comp_rotSite]
  congr 1
  funext s
  simp only [bloch, key]

theorem phase_zero (k : ℝ × ℝ) : phase k 0 = 1 := by simp [phase]
```

**Q:** Is invariance really needed, or is it there for convenience?

**A:** It is needed. Take $k=(1/2,0)$, so $k'=(0,-1/2)$, and sublattice 0. The prefactor is $e^{2\pi i k\cdot d_0}=-1$. In the origin cell $\psi_{k,0}=1$ and the rotated function is $-1$, so an eigenvalue would have to be $-1$. In the cell $(1,0)$ both functions equal $-1$, which would require the eigenvalue $1$. So $\psi_{k,0}$ is not an eigenvector.

The general converse has the same shape. Suppose $\psi_{k,a}\circ R=c\,\psi_{k,a}$. The origin cell gives $c=e^{2\pi i k\cdot d_a}$, which is nonzero and can be cancelled. The cells $(1,0)$ and $(0,1)$ then give $e^{2\pi i k'_j}=e^{2\pi i k_j}$ for $j=1,2$, so $k'-k$ is an integer vector.

```lean
/-- A sublattice Bloch function is an eigenvector of the rotation exactly when its wave
vector is invariant modulo the reciprocal lattice. -/
theorem eigenvector_iff (k : ℝ × ℝ) (a : Fin 2) :
    (∃ c : ℂ, bloch k a ∘ rotSite = c • bloch k a) ↔ Invariant k := by
  refine ⟨?_, fun hk => ⟨_, bloch_eigen hk a⟩⟩
  rintro ⟨c, hc⟩
  rw [bloch_comp_rotSite] at hc
  have h : ∀ t, phase k (shift a) * phase (k.2, -k.1 - k.2) t = c * phase k t := by
    intro t
    simpa only [bloch, Pi.smul_apply, smul_eq_mul, ↓reduceIte] using congrFun hc (a, t)
  -- the origin cell fixes the eigenvalue, two neighbouring cells make k' - k an integer vector
  have h0 : phase k (shift a) = c := by
    have h' := h 0
    rwa [phase_zero, phase_zero, mul_one, mul_one] at h'
  have hne : c ≠ 0 := by
    rw [← h0]
    exact Complex.exp_ne_zero _
  have key : ∀ t, phase (k.2, -k.1 - k.2) t = phase k t := fun t =>
    mul_left_cancel₀ hne (by rw [← h t, h0])
  obtain ⟨m, hm⟩ := Complex.exp_eq_exp_iff_exists_int.1 (key (1, 0))
  obtain ⟨n, hn⟩ := Complex.exp_eq_exp_iff_exists_int.1 (key (0, 1))
  refine ⟨⟨m, Complex.ofReal_injective ?_⟩, n, Complex.ofReal_injective ?_⟩
  · apply mul_left_cancel₀ Complex.two_pi_I_ne_zero
    push_cast at hm ⊢
    linear_combination hm
  · apply mul_left_cancel₀ Complex.two_pi_I_ne_zero
    push_cast at hn ⊢
    linear_combination hn
```

**Q:** The statement says only that some $c$ exists. For the zero function that would be empty.

**A:** The function equals 1 in the origin cell of its sublattice, so it is a genuine eigenvector.

**Q:** Which wave vectors qualify?

**A:** Write $k_2-k_1=m$ and $-k_1-2k_2=n'$ with integers $m,n'$. Substituting $k_2=k_1+m$ gives $3k_1=-n'-2m$. Hence $k=(n/3,n/3+m)$ with $n=-n'-2m$. Conversely, every such $k$ gives the integers $m$ and $n'=-n-2m$. Modulo the reciprocal lattice this leaves three points: $k=0$ and the two inequivalent zone corners.

```lean
/-- The invariant wave vectors are exactly (n/3, n/3 + m) with integers n and m. -/
theorem invariant_iff (k : ℝ × ℝ) :
    Invariant k ↔ ∃ n m : ℤ, k = ((n : ℝ) / 3, (n : ℝ) / 3 + m) := by
  constructor
  · rintro ⟨⟨m, hm⟩, n, hn⟩
    refine ⟨-n - 2 * m, m, Prod.ext ?_ ?_⟩ <;> push_cast <;> linarith
  · rintro ⟨n, m, rfl⟩
    refine ⟨⟨m, ?_⟩, -n - 2 * m, ?_⟩ <;> push_cast <;> ring
```

The next results supply the values at two of them. Mathlib provides the primitivity of $\omega$, and both wave vectors are checked to be invariant. The phases at the corner are $e^{-4\pi i/3}$ and $e^{-2\pi i/3}$; each exponent differs from that of $\omega$ or $\omega^2$ by $-2\pi i$, which is the `-1` in the proofs.

```lean
theorem ω_primitive : IsPrimitiveRoot ω 3 := by
  have h := Complex.isPrimitiveRoot_exp 3 (by norm_num)
  push_cast at h
  exact h

theorem invariant_zero : Invariant 0 := ⟨⟨0, by simp⟩, 0, by simp⟩

theorem invariant_kPoint : Invariant kPoint :=
  ⟨⟨0, by norm_num [kPoint]⟩, -1, by norm_num [kPoint]⟩

theorem phase_kPoint : phase kPoint (shift 0) = ω ∧ phase kPoint (shift 1) = ω ^ 2 := by
  have s0 : shift 0 = (-1, -1) := rfl
  have s1 : shift 1 = (-1, 0) := rfl
  constructor
  · rw [s0, phase, ω, Complex.exp_eq_exp_iff_exists_int]
    refine ⟨-1, ?_⟩
    simp only [kPoint]
    push_cast
    ring
  · rw [s1, phase, ω, ← Complex.exp_nat_mul, Complex.exp_eq_exp_iff_exists_int]
    refine ⟨-1, ?_⟩
    simp only [kPoint]
    push_cast
    ring
```

**Q:** So the eigenvalue statements are now substitutions?

**A:** Nearly. One also needs $\omega^2$ to be primitive, which holds because 2 and 3 are coprime, and distinct from $\omega$. If $\omega=\omega^2$, then $\omega(\omega-1)=0$, so $\omega$ would be 0 or 1, and it is neither.

```lean
/-- At k = 0 both sublattice Bloch functions are unchanged by the rotation. -/
theorem eigenvalues_zero (a : Fin 2) : bloch 0 a ∘ rotSite = bloch 0 a := by
  rw [bloch_eigen invariant_zero]
  simp [phase]

/-- At k = (1/3, 1/3) the two sublattice Bloch functions have the rotation eigenvalues ω and
ω², which are distinct primitive cube roots of unity. -/
theorem eigenvalues_kPoint :
    bloch kPoint 0 ∘ rotSite = ω • bloch kPoint 0 ∧
    bloch kPoint 1 ∘ rotSite = ω ^ 2 • bloch kPoint 1 ∧
    IsPrimitiveRoot ω 3 ∧ IsPrimitiveRoot (ω ^ 2) 3 ∧ ω ≠ ω ^ 2 := by
  refine ⟨?_, ?_, ω_primitive, ω_primitive.pow_of_coprime 2 (by norm_num), ?_⟩
  · rw [bloch_eigen invariant_kPoint, phase_kPoint.1]
  · rw [bloch_eigen invariant_kPoint, phase_kPoint.2]
  · intro e
    have h : ω * (ω - 1) = 0 := by linear_combination -e
    rcases mul_eq_zero.1 h with h | h
    · exact ω_primitive.ne_zero (by norm_num) h
    · exact ω_primitive.ne_one (by norm_num) (sub_eq_zero.1 h)
```

**Q:** Which sublattice gets $\omega$ looks like a convention.

**A:** It is. The file uses $f\mapsto f\circ R$. Using $R^{-1}$ instead inverts the eigenvalues and so exchanges $\omega$ and $\omega^2$, while the sum stays $-1$. The rotation centre is also fixed, at the middle of a hexagon.

**Q:** One last suspicion. The characters are to be traces of matrices that represent the rotation at the two wave vectors. What if no such matrices exist, or several do?

**A:** At an invariant $k$ there is exactly one. Evaluate the expansion of $\psi_{k,b}\circ R$ at the origin-cell site of sublattice $a$. The right side is $M_{ab}$. The left side is $e^{2\pi i k\cdot d_b}$ if $a=b$ and zero otherwise. So $M$ is the diagonal matrix of the phases, and that matrix does represent the rotation.

```lean
/-- At an invariant wave vector exactly one matrix represents the rotation on the sublattice
Bloch functions: the diagonal matrix of the phases exp(2πi k·(R q - q)). -/
theorem represents_iff {k : ℝ × ℝ} (hk : Invariant k) (M : Matrix (Fin 2) (Fin 2) ℂ) :
    Represents k M ↔ M = Matrix.diagonal (fun a => phase k (shift a)) := by
  constructor
  · intro h
    ext a b
    have e' := h b
    rw [bloch_eigen hk] at e'
    -- evaluate on the site of sublattice a in the origin cell
    have e := congrFun e' (a, 0)
    fin_cases a <;> fin_cases b <;>
      simpa [bloch, phase_zero, Fin.sum_univ_two] using e.symm
  · rintro rfl
    intro b
    rw [bloch_eigen hk]
    fin_cases b <;> simp [Fin.sum_univ_two]
```

The character theorem inserts these diagonal matrices and adds their entries. At the corner it uses `geom_sum_eq_zero`, which is $1+\omega+\omega^2=0$.

```lean
/-- The character of the threefold rotation on the two sublattice Bloch functions is 2 at
k = 0 and -1 at k = (1/3, 1/3). -/
theorem characters {M N : Matrix (Fin 2) (Fin 2) ℂ}
    (hM : Represents 0 M) (hN : Represents kPoint N) :
    M.trace = 2 ∧ N.trace = -1 := by
  rw [(represents_iff invariant_zero M).1 hM, (represents_iff invariant_kPoint N).1 hN,
    Matrix.trace_diagonal, Matrix.trace_diagonal, Fin.sum_univ_two, Fin.sum_univ_two,
    phase_kPoint.1, phase_kPoint.2]
  constructor
  · simp only [phase, Prod.fst_zero, Prod.snd_zero, Complex.ofReal_zero, zero_mul,
      add_zero, mul_zero, Complex.exp_zero]
    norm_num
  · -- the three cube roots of unity add up to zero
    have h := ω_primitive.geom_sum_eq_zero (by norm_num)
    simp only [Finset.sum_range_succ, Finset.sum_range_zero, pow_zero, pow_one] at h
    linear_combination h

end

end HoneycombBandRepresentation
```

```lean
#print axioms HoneycombBandRepresentation.invariant_iff
#print axioms HoneycombBandRepresentation.eigenvalues_zero
#print axioms HoneycombBandRepresentation.eigenvalues_kPoint
#print axioms HoneycombBandRepresentation.characters
```

```
'HoneycombBandRepresentation.invariant_iff' depends on axioms: [propext, Classical.choice, Quot.sound]
'HoneycombBandRepresentation.eigenvalues_zero' depends on axioms: [propext, Classical.choice, Quot.sound]
'HoneycombBandRepresentation.eigenvalues_kPoint' depends on axioms: [propext, Classical.choice, Quot.sound]
'HoneycombBandRepresentation.characters' depends on axioms: [propext, Classical.choice, Quot.sound]
```

**Q:** In graphene each site carries a $p_z$ orbital. Where does it enter?

**A:** In the use of one complex amplitude per site. A $p_z$ orbital is unchanged by rotation about the axis normal to the plane, so it contributes a factor 1. An $s$ orbital would give the same characters. Spin is left out, and so are the mirrors, the twofold rotations and the other operations of the full space group: this is the threefold part of the band representation, at fixed wave vectors.

**Q:** And what may I use it for?

**A:** For labelling the states of the two $p_z$ bands at $k=0$ and $k=(1/3,1/3)$ by their rotation eigenvalues, in a non-interacting tight-binding model with this rotation symmetry. At $k=0$ both labels are 1. The distinct eigenvalues at $k=(1/3,1/3)$ prevent the Hamiltonian from mixing the two sublattice Bloch functions. That consequence is a symmetry argument about a Hamiltonian, and the file defines none; it says nothing about band energies.
